# Filling the most occupied natural orbitals gives an orthogonal projector of rank \(N\) closest to a Hermitian density matrix in Frobenius distance

In a self-consistent constrained path Monte Carlo calculation, a new trial determinant can be built by diagonalizing the computed one-body density matrix \(\gamma\) and filling the \(N\) natural orbitals of largest occupation. If \(\gamma\) is Hermitian, no other \(N\)-particle determinant has a one-body density matrix \(P\) with larger \(\operatorname{tr}(P\gamma)\) or smaller Frobenius distance to \(\gamma\).

```lean
import Mathlib

open Matrix

namespace NaturalOrbitalTrialUpdate

noncomputable section

variable {n : Type*} [Fintype n] [DecidableEq n]

/-- `P` is the one-body density matrix of a Slater determinant of `N` orthonormal orbitals,
the columns of `Φ`; that is, an orthogonal projector of rank `N`. -/
def IsSlater (N : ℕ) (P : Matrix n n ℂ) : Prop :=
  ∃ Φ : Matrix n (Fin N) ℂ, Φᴴ * Φ = 1 ∧ P = Φ * Φᴴ

/-- The one-body matrix with occupations `w` in the orbitals given by the columns of `U`. -/
def density (U : Matrix n n ℂ) (w : n → ℝ) : Matrix n n ℂ :=
  U * diagonal (fun i => (w i : ℂ)) * Uᴴ

/-- The updated trial density matrix: orbitals in `S` are filled, all others are empty. -/
def aufbau (U : Matrix n n ℂ) (S : Finset n) : Matrix n n ℂ :=
  density U (fun i => if i ∈ S then 1 else 0)

/-- The real part of `tr (A B)`. -/
def overlap (A B : Matrix n n ℂ) : ℝ := (A * B).trace.re

/-- The Frobenius distance between two matrices. -/
def frobDist (A B : Matrix n n ℂ) : ℝ := Real.sqrt (∑ i, ∑ j, ‖A i j - B i j‖ ^ 2)

/-- The occupation of the `i`-th column of `U` in the one-body density matrix `P`. -/
def occupation (U P : Matrix n n ℂ) (i : n) : ℝ := ((Uᴴ * P * U) i i).re

/-- A matrix is Hermitian exactly when it has orthonormal natural orbitals with real
occupations. -/
theorem isHermitian_iff_natural_orbitals (γ : Matrix n n ℂ) :
    γ.IsHermitian ↔ ∃ (U : Matrix n n ℂ) (occ : n → ℝ), Uᴴ * U = 1 ∧ γ = density U occ := by
  constructor
  · intro h
    refine ⟨h.eigenvectorUnitary, h.eigenvalues,
      Matrix.mem_unitaryGroup_iff'.1 h.eigenvectorUnitary.2, ?_⟩
    have hs := h.spectral_theorem
    rw [Unitary.conjStarAlgAut_apply] at hs
    exact hs
  · rintro ⟨U, w, -, rfl⟩
    have hD : (diagonal fun i => (w i : ℂ))ᴴ = diagonal fun i => (w i : ℂ) := by
      rw [diagonal_conjTranspose]
      congr 1
      funext i
      simp
    rw [Matrix.IsHermitian, density, conjTranspose_mul, conjTranspose_mul, hD,
      conjTranspose_conjTranspose, Matrix.mul_assoc]

omit [DecidableEq n] in
/-- The density matrix of an `N`-particle Slater determinant is Hermitian and idempotent and
has trace `N`. -/
theorem slater_projector {N : ℕ} {P : Matrix n n ℂ} (hP : IsSlater N P) :
    Pᴴ = P ∧ P * P = P ∧ P.trace = N := by
  obtain ⟨Φ, hΦ, rfl⟩ := hP
  refine ⟨by simp [conjTranspose_mul], ?_, ?_⟩
  · calc Φ * Φᴴ * (Φ * Φᴴ) = Φ * (Φᴴ * Φ) * Φᴴ := by simp only [Matrix.mul_assoc]
      _ = Φ * Φᴴ := by rw [hΦ, Matrix.mul_one]
  · rw [trace_mul_comm, hΦ]
    simp [trace_one]

/-- Pauli principle: in any orthonormal orbital basis the occupations of an `N`-particle
Slater determinant lie between 0 and 1 and add up to `N`. -/
theorem slater_occupations {N : ℕ} {P U : Matrix n n ℂ} (hP : IsSlater N P)
    (hU : Uᴴ * U = 1) :
    (∀ i, 0 ≤ occupation U P i ∧ occupation U P i ≤ 1) ∧ ∑ i, occupation U P i = N := by
  obtain ⟨hh, hi, ht⟩ := slater_projector hP
  have pos : ∀ (A : Matrix n n ℂ) (i : n), 0 ≤ ((A * Aᴴ) i i).re := by
    intro A i
    rw [Matrix.mul_apply, Complex.re_sum]
    refine Finset.sum_nonneg fun j _ => ?_
    rw [conjTranspose_apply]
    generalize A i j = z
    simp only [Complex.mul_re, Complex.star_def, Complex.conj_re, Complex.conj_im]
    nlinarith [mul_self_nonneg z.re, mul_self_nonneg z.im]
  -- particle and hole occupations are both squared norms
  have h1 : (Uᴴ * P) * (Uᴴ * P)ᴴ = Uᴴ * P * U := by
    rw [conjTranspose_mul, conjTranspose_conjTranspose, hh]
    calc Uᴴ * P * (P * U) = Uᴴ * (P * P) * U := by simp only [Matrix.mul_assoc]
      _ = Uᴴ * P * U := by rw [hi]
  have h2 : (Uᴴ * (1 - P)) * (Uᴴ * (1 - P))ᴴ = 1 - Uᴴ * P * U := by
    rw [conjTranspose_mul, conjTranspose_conjTranspose, conjTranspose_sub,
      conjTranspose_one, hh]
    calc Uᴴ * (1 - P) * ((1 - P) * U)
        = Uᴴ * U - Uᴴ * P * U - Uᴴ * P * U + Uᴴ * (P * P) * U := by noncomm_ring
      _ = 1 - Uᴴ * P * U := by rw [hi, hU]; abel
  refine ⟨fun i => ⟨?_, ?_⟩, ?_⟩
  · have h := pos (Uᴴ * P) i
    rwa [h1] at h
  · have h := pos (Uᴴ * (1 - P)) i
    rw [h2, Matrix.sub_apply, one_apply_eq, Complex.sub_re, Complex.one_re] at h
    unfold occupation
    linarith
  · have h : (Uᴴ * P * U).trace = N := by
      rw [trace_mul_comm, ← Matrix.mul_assoc, mul_eq_one_comm.1 hU, Matrix.one_mul, ht]
    have h' := congrArg Complex.re h
    rw [Matrix.trace, Complex.re_sum, Complex.natCast_re] at h'
    exact h'

/-- Let `q` be fractional fillings between 0 and 1 with total `|S|`. If every level in `S`
lies at least `g` above every level outside, the weighted sum over `q` falls short of the
sum over `S` by at least `g` times the filling missing from `S`. -/
theorem filling_bound (occ q : n → ℝ) (S : Finset n) (g : ℝ)
    (hq : ∀ i, 0 ≤ q i ∧ q i ≤ 1) (hsum : ∑ i, q i = S.card)
    (hgap : ∀ i ∈ S, ∀ j ∉ S, occ j + g ≤ occ i) :
    g * (S.card - ∑ i ∈ S, q i) ≤ ∑ i ∈ S, occ i - ∑ i, occ i * q i := by
  -- a threshold separating filled from empty levels
  obtain ⟨μ, hin, hout⟩ : ∃ μ, (∀ i ∈ S, μ + g ≤ occ i) ∧ ∀ j ∉ S, occ j ≤ μ := by
    rcases S.eq_empty_or_nonempty with rfl | hne
    · obtain ⟨μ, hμ⟩ := (Set.finite_range occ).bddAbove
      exact ⟨μ, by simp, fun j _ => hμ ⟨j, rfl⟩⟩
    · obtain ⟨k, hk, hmin⟩ := S.exists_min_image occ hne
      exact ⟨occ k - g, fun i hi => by linarith [hmin i hi],
        fun j hj => by linarith [hgap k hk j hj]⟩
  have hA : 0 ≤ ∑ i ∈ S, (occ i - μ - g) * (1 - q i) :=
    Finset.sum_nonneg fun i hi =>
      mul_nonneg (by linarith [hin i hi]) (by linarith [(hq i).2])
  have hB : 0 ≤ ∑ i ∈ Sᶜ, (μ - occ i) * q i :=
    Finset.sum_nonneg fun i hi =>
      mul_nonneg (by linarith [hout i (Finset.mem_compl.1 hi)]) (hq i).1
  have eA : ∑ i ∈ S, (occ i - μ - g) * (1 - q i)
      = ∑ i ∈ S, occ i - ∑ i ∈ S, occ i * q i - (μ + g) * (S.card - ∑ i ∈ S, q i) := by
    simp only [sub_mul, mul_sub, mul_one, Finset.sum_sub_distrib, ← Finset.mul_sum,
      Finset.sum_const, nsmul_eq_mul]
    ring
  have eB : ∑ i ∈ Sᶜ, (μ - occ i) * q i
      = μ * ∑ i ∈ Sᶜ, q i - ∑ i ∈ Sᶜ, occ i * q i := by
    simp only [sub_mul, Finset.sum_sub_distrib, ← Finset.mul_sum]
  have s1 := Finset.sum_add_sum_compl S q
  have s2 := Finset.sum_add_sum_compl S (fun i => occ i * q i)
  have hb : ∑ i ∈ Sᶜ, q i = S.card - ∑ i ∈ S, q i := by linarith
  rw [hb] at eB
  nlinarith

/-- The overlap of `P` with a one-body matrix is the sum of its occupations `w` weighted by
the occupations of the same orbitals in `P`. -/
theorem overlap_density (P U : Matrix n n ℂ) (w : n → ℝ) :
    overlap P (density U w) = ∑ i, w i * occupation U P i := by
  have h : (P * density U w).trace
      = (Uᴴ * P * U * diagonal (fun i => (w i : ℂ))).trace := by
    rw [density, ← Matrix.mul_assoc, trace_mul_comm]
    simp only [Matrix.mul_assoc]
  rw [overlap, h, Matrix.trace, Complex.re_sum]
  refine Finset.sum_congr rfl fun i _ => ?_
  rw [diag_apply, mul_diagonal, Complex.re_mul_ofReal, occupation, mul_comm]

/-- For Hermitian matrices the squared Frobenius distance is `tr A² + tr B² - 2 tr (A B)`. -/
theorem frobDist_sq {A B : Matrix n n ℂ} (hA : Aᴴ = A) (hB : Bᴴ = B) :
    frobDist A B ^ 2 = overlap A A + overlap B B - 2 * overlap A B := by
  have h : ((A - B) * (A - B)ᴴ).trace.re = ∑ i, ∑ j, ‖A i j - B i j‖ ^ 2 := by
    simp only [Matrix.trace, diag_apply, Matrix.mul_apply, conjTranspose_apply,
      Matrix.sub_apply, Complex.re_sum]
    refine Finset.sum_congr rfl fun i _ => Finset.sum_congr rfl fun j _ => ?_
    generalize A i j - B i j = z
    rw [Complex.sq_norm, Complex.normSq_apply]
    simp
  have e : (A - B) * (A - B) = A * A + B * B - A * B - B * A := by noncomm_ring
  rw [frobDist, Real.sq_sqrt (by positivity), ← h, conjTranspose_sub, hA, hB, e,
    trace_sub, trace_sub, trace_add, trace_mul_comm B A]
  simp only [overlap, Complex.sub_re, Complex.add_re]
  ring

/-- Filling the orbitals in `S` of an orthonormal set gives a Slater determinant of `|S|`
particles. -/
theorem aufbau_isSlater {U : Matrix n n ℂ} (hU : Uᴴ * U = 1) (S : Finset n) :
    IsSlater S.card (aufbau U S) := by
  let e : Fin S.card → n := fun k => (S.equivFin.symm k : n)
  have he : Function.Injective e := Subtype.val_injective.comp S.equivFin.symm.injective
  have hsum : ∀ f : n → ℂ, ∑ k, f (e k) = ∑ i ∈ S, f i := fun f => by
    rw [← Finset.sum_coe_sort S f]
    exact Equiv.sum_comp S.equivFin.symm (fun s : S => f s)
  refine ⟨U.submatrix id e, ?_, ?_⟩
  · ext a b
    have h : ((U.submatrix id e)ᴴ * U.submatrix id e) a b = (Uᴴ * U) (e a) (e b) := rfl
    rw [h, hU, one_apply, one_apply]
    simp [he.eq_iff]
  · ext i j
    refine Eq.trans ?_ (hsum (fun k => U i k * star (U j k))).symm
    rw [aufbau, density, Matrix.mul_apply]
    simp only [mul_diagonal, conjTranspose_apply]
    refine (Finset.sum_subset (Finset.subset_univ S) ?_).symm.trans
      (Finset.sum_congr rfl ?_)
    · intro k _ hk
      simp [hk]
    · intro k hk
      simp [hk]

/-- For orthonormal orbitals, if the occupations in `S` exceed all others by at least `g`, a
determinant `P` of `|S|` particles loses at least `g / 2` times its squared distance from the aufbau
projector in overlap with the density matrix. -/
theorem aufbau_gap_bound {U P : Matrix n n ℂ} {occ : n → ℝ} {S : Finset n} {g : ℝ}
    (hU : Uᴴ * U = 1) (hP : IsSlater S.card P)
    (hgap : ∀ i ∈ S, ∀ j ∉ S, occ j + g ≤ occ i) :
    g / 2 * frobDist P (aufbau U S) ^ 2
      ≤ overlap (aufbau U S) (density U occ) - overlap P (density U occ) := by
  obtain ⟨hq, hsum⟩ := slater_occupations hP hU
  have hb := filling_bound occ (occupation U P) S g hq hsum hgap
  have hself : ∀ Q : Matrix n n ℂ, IsSlater S.card Q → overlap Q Q = S.card := fun Q h => by
    rw [overlap, (slater_projector h).2.1, (slater_projector h).2.2, Complex.natCast_re]
  have hS := aufbau_isSlater hU S
  -- the aufbau projector has occupations one in `S` and zero elsewhere
  have hocc : ∀ i, occupation U (aufbau U S) i = if i ∈ S then 1 else 0 := by
    intro i
    have h : Uᴴ * aufbau U S * U
        = diagonal (fun i => ((if i ∈ S then 1 else 0 : ℝ) : ℂ)) := by
      rw [aufbau, density]
      calc _ = (Uᴴ * U) * diagonal (fun i => ((if i ∈ S then 1 else 0 : ℝ) : ℂ))
            * (Uᴴ * U) := by simp only [Matrix.mul_assoc]
        _ = _ := by rw [hU, Matrix.one_mul, Matrix.mul_one]
    rw [occupation, h, diagonal_apply_eq, Complex.ofReal_re]
  have o1 : overlap (aufbau U S) (density U occ) = ∑ i ∈ S, occ i := by
    rw [overlap_density]
    simp [hocc]
  have o2 : overlap P (aufbau U S) = ∑ i ∈ S, occupation U P i := by
    rw [aufbau, overlap_density]
    simp
  rw [frobDist_sq (slater_projector hP).1 (slater_projector hS).1, hself P hP,
    hself _ hS, o1, o2, overlap_density]
  linarith

/-- Natural-orbital trial update: filling `|S|` natural orbitals of largest occupation gives
a Slater determinant that, among all determinants of `|S|` particles, maximizes `tr (P γ)`
and minimizes the Frobenius distance to `γ`. -/
theorem natural_orbital_update {γ U : Matrix n n ℂ} {occ : n → ℝ} {S : Finset n}
    (hU : Uᴴ * U = 1) (hγ : γ = density U occ) (hS : ∀ i ∈ S, ∀ j ∉ S, occ j ≤ occ i) :
    IsSlater S.card (aufbau U S) ∧ ∀ P, IsSlater S.card P →
      overlap P γ ≤ overlap (aufbau U S) γ ∧ frobDist (aufbau U S) γ ≤ frobDist P γ := by
  have hA := aufbau_isSlater hU S
  refine ⟨hA, fun P hP => ?_⟩
  have hh : γᴴ = γ := (isHermitian_iff_natural_orbitals γ).2 ⟨U, occ, hU, hγ⟩
  have hmax : overlap P γ ≤ overlap (aufbau U S) γ := by
    have h := aufbau_gap_bound (g := 0) hU hP (by simpa using hS)
    rw [← hγ] at h
    linarith
  refine ⟨hmax, ?_⟩
  -- all competitors have the same norm, so larger overlap means smaller distance
  have hself : ∀ Q : Matrix n n ℂ, IsSlater S.card Q → overlap Q Q = S.card := fun Q h => by
    rw [overlap, (slater_projector h).2.1, (slater_projector h).2.2, Complex.natCast_re]
  have d1 := frobDist_sq (slater_projector hA).1 hh
  have d2 := frobDist_sq (slater_projector hP).1 hh
  rw [hself _ hA] at d1
  rw [hself _ hP] at d2
  have h0 : 0 ≤ frobDist P γ := Real.sqrt_nonneg _
  refine le_of_not_gt fun hlt => ?_
  nlinarith

/-- Fixed point: if `γ` is already the density matrix of a determinant of `|S|` particles,
the update returns `γ`, and no other matrix is as close to `γ` as the updated one. -/
theorem update_fixed_point {γ U : Matrix n n ℂ} {occ : n → ℝ} {S : Finset n}
    (hU : Uᴴ * U = 1) (hγ : γ = density U occ) (hS : ∀ i ∈ S, ∀ j ∉ S, occ j ≤ occ i)
    (hslater : IsSlater S.card γ) :
    aufbau U S = γ ∧ ∀ P, frobDist P γ ≤ frobDist (aufbau U S) γ → P = γ := by
  have hzero : frobDist γ γ = 0 := by simp [frobDist]
  have hmin := ((natural_orbital_update hU hγ hS).2 γ hslater).2
  rw [hzero] at hmin
  -- a matrix at distance zero agrees with `γ` entry by entry
  have key : ∀ P : Matrix n n ℂ, frobDist P γ ≤ 0 → P = γ := by
    intro P hP
    have hs : ∑ i, ∑ j, ‖P i j - γ i j‖ ^ 2 ≤ 0 := Real.sqrt_eq_zero'.1
      (le_antisymm hP (Real.sqrt_nonneg _))
    ext i j
    have h1 : ‖P i j - γ i j‖ ^ 2 ≤ ∑ l, ‖P i l - γ i l‖ ^ 2 :=
      Finset.single_le_sum (f := fun l => ‖P i l - γ i l‖ ^ 2)
        (fun _ _ => by positivity) (Finset.mem_univ j)
    have h2 : ∑ l, ‖P i l - γ i l‖ ^ 2 ≤ ∑ k, ∑ l, ‖P k l - γ k l‖ ^ 2 :=
      Finset.single_le_sum (f := fun k => ∑ l, ‖P k l - γ k l‖ ^ 2)
        (fun _ _ => by positivity) (Finset.mem_univ i)
    have h3 : ‖P i j - γ i j‖ ^ 2 = 0 := le_antisymm (by linarith) (sq_nonneg _)
    exact sub_eq_zero.1 (norm_eq_zero.1 ((pow_eq_zero_iff two_ne_zero).1 h3))
  exact ⟨key _ hmin, fun P hP => key P (hP.trans hmin)⟩

end

end NaturalOrbitalTrialUpdate
```

```lean
#print axioms NaturalOrbitalTrialUpdate.isHermitian_iff_natural_orbitals
-- 'NaturalOrbitalTrialUpdate.isHermitian_iff_natural_orbitals' depends on axioms: [propext, Classical.choice, Quot.sound]
#print axioms NaturalOrbitalTrialUpdate.update_fixed_point
-- 'NaturalOrbitalTrialUpdate.update_fixed_point' depends on axioms: [propext, Classical.choice, Quot.sound]
```

## Determinants, occupations and distance as matrices

The finite type `n` labels an orthonormal one-particle basis, and one-body density matrices have the entries \(\gamma_{ij}=\langle c_j^\dagger c_i\rangle\). With the transposed convention, the matrix must be transposed first. `IsSlater N P` says that \(P=\Phi\Phi^\dagger\), where the \(N\) columns of \(\Phi\) are orthonormal orbitals. Every orthogonal projector of rank \(N\) can be written this way, by taking an orthonormal basis of its range as the columns.

The columns \(u_i\) of the unitary matrix \(U\) are the natural orbitals, and the real numbers \(\mathrm{occ}_i\) are their occupations:

\[
\gamma=U\,\mathrm{diag}(\mathrm{occ})\,U^\dagger .
\]

This is `density U occ`. By `isHermitian_iff_natural_orbitals`, which uses the spectral theorem, a matrix has this form exactly when it is Hermitian. The occupations need not lie between 0 and 1 or add up to \(N\), so a Hermitian estimate that violates these bounds through statistical noise is still covered. A non-Hermitian estimate is not.

The set \(S\) contains the orbitals to be filled, and \(N=|S|\) is `S.card`. The updated projector, `aufbau U S`, is

\[
P_S=\sum_{i\in S}u_i u_i^\dagger .
\]

The hypothesis `hS` says that no orbital outside \(S\) has a larger occupation than one inside. It allows ties at the cutoff, in which case several choices of \(S\) may be equally good.

The function `overlap A B` is \(\operatorname{Re}\operatorname{tr}(AB)\), which equals the trace itself for Hermitian matrices. It is not the overlap of two many-body wave functions. `frobDist` is the square root of the sum of squared moduli of the entry differences, written \(\|A-B\|_F\) below.

## What the update guarantees

`natural_orbital_update` states that \(P_S\) is the density matrix of an \(N\)-particle determinant and that, for every competing determinant with density matrix \(P\),

\[
\operatorname{tr}(P\gamma)\le\operatorname{tr}(P_S\gamma),\qquad
\|P_S-\gamma\|_F\le\|P-\gamma\|_F .
\]

`aufbau_gap_bound` sharpens the first inequality. If every occupation in \(S\) exceeds every occupation outside by at least \(g\), then

\[
\frac g2\,\|P-P_S\|_F^2\le
\operatorname{tr}(P_S\gamma)-\operatorname{tr}(P\gamma).
\]

For \(g>0\), a determinant that nearly attains the maximum must therefore lie close to \(P_S\). The bound compares determinants for one fixed \(\gamma\); it does not directly say how far \(P_S\) moves when \(\gamma\) changes.

`update_fixed_point` treats a \(\gamma\) that is already the density matrix of an \(N\)-particle determinant. The update then returns \(\gamma\), and no other matrix, whether a projector or not, is as close to it.

For constrained path Monte Carlo, these statements justify the update as a best single-determinant fit to a given Hermitian density matrix in a finite orthonormal basis. If the numbers of spin-up and spin-down electrons are fixed separately, the result applies to each spin block of \(\gamma\) with its own \(N\). The statements do not address whether repeated updates converge, or whether the new trial state lowers the energy or the constraint bias.

## Occupations limited by the Pauli principle

Let \(P\) be the density matrix of any \(N\)-particle determinant. Since \(\Phi^\dagger\Phi=1\), it satisfies \(P^\dagger=P\), \(P^2=P\) and \(\operatorname{tr}P=N\), as `slater_projector` shows. Its occupation of the natural orbital \(u_i\) is \(q_i=u_i^\dagger P u_i\), written `occupation U P i`. Then

\[
q_i=\|Pu_i\|^2\ge0,\qquad 1-q_i=\|(1-P)u_i\|^2\ge0,
\]

and

\[
\sum_i q_i=\operatorname{tr}(U^\dagger PU)=\operatorname{tr}(PUU^\dagger)=N .
\]

`slater_occupations` proves the two bounds by writing the particle and hole occupations as diagonal entries of matrices \(AA^\dagger\), and the sum rule by cyclicity of the trace. Cyclicity of the trace also gives `overlap_density`:

\[
\operatorname{tr}(P\gamma)=\sum_i \mathrm{occ}_i\,q_i .
\]

For \(P_S\), the occupations are 1 in \(S\) and 0 elsewhere, so \(\operatorname{tr}(P_S\gamma)=\sum_{i\in S}\mathrm{occ}_i\). `aufbau_isSlater` confirms that \(P_S\) is an allowed determinant by using the columns of \(U\) labelled by \(S\) as \(\Phi\).

## A threshold between filled and empty orbitals

Choose \(\mu\) such that \(\mathrm{occ}_i\ge\mu+g\) in \(S\) and \(\mathrm{occ}_i\le\mu\) outside. If \(S\) is nonempty, \(\mu\) can be its smallest occupation minus \(g\); if \(S\) is empty, any upper bound on the occupations will do. The filling missing from \(S\) is

\[
m=\sum_{i\in S}(1-q_i)=N-\sum_{i\in S}q_i=\sum_{i\notin S}q_i ,
\]

where the last equality follows from \(\sum_i q_i=N\). Hence

\[
\begin{aligned}
\operatorname{tr}(P_S\gamma)-\operatorname{tr}(P\gamma)
&=\sum_{i\in S}\mathrm{occ}_i(1-q_i)-\sum_{i\notin S}\mathrm{occ}_i\,q_i\\
&\ge(\mu+g)m-\mu m=gm .
\end{aligned}
\]

This is `filling_bound`. Its steps `hA` and `hB` express the estimates inside and outside \(S\) as sums of nonnegative products, and `nlinarith` combines them.

## From missing filling to distance

For Hermitian \(A\) and \(B\), expanding the square gives `frobDist_sq`:

\[
\|A-B\|_F^2=\operatorname{tr}A^2+\operatorname{tr}B^2-2\operatorname{tr}(AB).
\]

Both \(P\) and \(P_S\) have \(\operatorname{tr}P^2=\operatorname{tr}P_S^2=N\), while \(\operatorname{tr}(PP_S)=\sum_{i\in S}q_i\). Therefore

\[
\|P-P_S\|_F^2=2N-2\sum_{i\in S}q_i=2m ,
\]

which turns \(gm\) into the left side of the gap bound. Setting \(g=0\) proves that \(P_S\) maximizes \(\operatorname{tr}(P\gamma)\).

Applying the same expansion to the distances from \(\gamma\) gives

\[
\|P-\gamma\|_F^2-\|P_S-\gamma\|_F^2
=2\left[\operatorname{tr}(P_S\gamma)-\operatorname{tr}(P\gamma)\right]\ge0 .
\]

Since distances are nonnegative, the inequality between squares carries over to the distances themselves. The Lean proof reaches this conclusion by contradiction.

If \(\gamma\) is itself an \(N\)-particle determinant's density matrix, it is one of the competitors and has distance zero from itself. The minimizing property then forces \(\|P_S-\gamma\|_F=0\). The step `key` bounds each squared entry difference by the full sum, so zero distance implies equality entry by entry. This gives \(P_S=\gamma\), and the same argument identifies any other matrix at distance zero with \(\gamma\).
